# Through-bond coupling can reverse the order of two lone-pair levels in a three-orbital model

A level is taken here to be a real number \(E\) for which the Hamiltonian has a nonzero real eigenvector, and the highest level is the greatest element of the set of all such numbers. A set does not record degeneracy, so a level that ties for the top still counts as the highest.

```lean
import Mathlib

open Matrix

namespace ThroughBondCoupling

noncomputable section
```

The orbitals are two lone pairs \(\varphi_0,\varphi_1\) and a bridge orbital \(\varphi_2\), assumed orthonormal. The lone pairs lie at energy 0 and the bridge at \(-D\). The direct, through-space coupling is \(-g\); taking \(g>0\) means that this coupling stabilises the in-phase combination. Both lone pairs couple to the bridge by the same real \(t\), so the bridge mixes only with the in-phase combination. In this basis the Hamiltonian \(H\) is a real symmetric \(3\times3\) matrix.

```lean
/-- The Hamiltonian of two lone pairs at energy `0` with direct coupling `-g`, both coupled
by `t` to a bridge orbital at `-D`, in the orthonormal basis (lone pair, lone pair, bridge). -/
def hamiltonian (g D t : ℝ) : Matrix (Fin 3) (Fin 3) ℝ :=
  !![0, -g, t; -g, 0, t; t, t, -D]
```

An orbital is given by its amplitudes \(v=(v_0,v_1,v_2)\), with the same indices as in Lean. In the definition of `levels`, `*ᵥ` is the matrix acting on a vector and `•` is multiplication by a number.

```lean
/-- The orbital energies: all `E` for which the Hamiltonian has a nonzero eigenvector. -/
def levels (g D t : ℝ) : Set ℝ :=
  {E | ∃ v : Fin 3 → ℝ, v ≠ 0 ∧ hamiltonian g D t *ᵥ v = E • v}
```

Two numbers, \(E_+\) and \(E_-\), are given names in advance. Part (e) shows what they have to do with the levels.

\[
E_\pm=\frac{-(g+D)\pm R}{2},\qquad R=\sqrt{(D-g)^2+8t^2}.
\]

```lean
/-- The upper level formed by the symmetric lone-pair combination and the bridge. -/
def upperSymmetric (g D t : ℝ) : ℝ := (-(g + D) + √((D - g) ^ 2 + 8 * t ^ 2)) / 2

/-- The lower level formed by the symmetric lone-pair combination and the bridge. -/
def lowerSymmetric (g D t : ℝ) : ℝ := (-(g + D) - √((D - g) ^ 2 + 8 * t ^ 2)) / 2
```

The model is a one-electron model with a single bridge orbital. It leaves out overlap, which an extended Hückel calculation would include, and electron repulsion. The parameters \(g\), \(D\) and \(t\) are given numbers, not derived from a molecular geometry.

## (a) Equations for the three amplitudes

**Task.** Show that \(Hv=Ev\) is equivalent to

\[
-gv_1+tv_2=Ev_0,\qquad -gv_0+tv_2=Ev_1,\qquad tv_0+tv_1-Dv_2=Ev_2 .
\]

**Solution.** Multiply each row of \(H\) into \(v\). The three left-hand sides are the components of \(Hv\), and two vectors are equal exactly when their components are.

In the proof, `h0`, `h1` and `h2` compute the three rows. The two directions then pass between the vector equation and its components.

```lean
/-- The eigenvalue equation written out for the three orbital amplitudes. -/
theorem secular_equations (g D t E : ℝ) (v : Fin 3 → ℝ) :
    hamiltonian g D t *ᵥ v = E • v ↔
      -g * v 1 + t * v 2 = E * v 0 ∧ -g * v 0 + t * v 2 = E * v 1 ∧
        t * v 0 + t * v 1 - D * v 2 = E * v 2 := by
  have h0 : (hamiltonian g D t *ᵥ v) 0 = -g * v 1 + t * v 2 := by
    simp [hamiltonian, Matrix.mulVec, dotProduct, Fin.sum_univ_three]
  have h1 : (hamiltonian g D t *ᵥ v) 1 = -g * v 0 + t * v 2 := by
    simp [hamiltonian, Matrix.mulVec, dotProduct, Fin.sum_univ_three]
  have h2 : (hamiltonian g D t *ᵥ v) 2 = t * v 0 + t * v 1 - D * v 2 := by
    simp [hamiltonian, Matrix.mulVec, dotProduct, Fin.sum_univ_three]
    ring
  constructor
  · intro h
    rw [← h0, ← h1, ← h2, h]
    exact ⟨rfl, rfl, rfl⟩
  · rintro ⟨a, b, c⟩
    ext i
    fin_cases i
    · exact h0.trans a
    · exact h1.trans b
    · exact h2.trans c
```

## (b) The out-of-phase combination

**Task.** Show that the antisymmetric combination does not feel the bridge:

\[
H(1,-1,0)^{\mathsf T}=g\,(1,-1,0)^{\mathsf T}.
\]

**Solution.** Insert the amplitudes into (a). The left-hand sides are \(-g(-1)=g\), \(-g\cdot1=-g\) and \(t-t=0\), which are \(g\) times \(1\), \(-1\) and \(0\). The normalised orbital is \((\varphi_0-\varphi_1)/\sqrt2\).

The proof rewrites the claim with (a) and lets `simp` check the three equations.

```lean
/-- The antisymmetric lone-pair combination is an eigenvector with energy `g`. -/
theorem antisymmetric_energy (g D t : ℝ) :
    hamiltonian g D t *ᵥ ![1, -1, 0] = g • ![1, -1, 0] := by
  rw [secular_equations]
  refine ⟨?_, ?_, ?_⟩ <;> simp
```

## (c) Every other energy belongs to a symmetric orbital

**Task.** Let \(Hv=Ev\) with \(E\ne g\). Show that

\[
v_0=v_1,\qquad tv_2=(E+g)v_0,\qquad 2tv_0=(E+D)v_2 .
\]

**Solution.** Subtracting the first equation of (a) from the second gives \((E-g)(v_0-v_1)=0\). Since \(E\ne g\), the lone-pair amplitudes are equal. With \(v_1=v_0\), the first equation becomes \(tv_2=(E+g)v_0\) and the third becomes \(2tv_0=(E+D)v_2\).

For the normalised combination \((\varphi_0+\varphi_1)/\sqrt2\) the amplitude is \(\sqrt2\,v_0\). The two equations then describe orbitals at \(-g\) and \(-D\) coupled by \(\sqrt2\,t\).

In the proof, `hd` is the subtracted equation and `hs` the equality of amplitudes. Each `linear_combination` names the multiples of known equations that add up to the new one.

```lean
/-- An eigenvector with energy other than `g` has equal amplitudes on the two lone pairs, and
its amplitudes obey the two-orbital equations of the symmetric combination and the bridge. -/
theorem symmetric_equations {g D t E : ℝ} {v : Fin 3 → ℝ} (hE : E ≠ g)
    (h : hamiltonian g D t *ᵥ v = E • v) :
    v 0 = v 1 ∧ t * v 2 = (E + g) * v 0 ∧ 2 * t * v 0 = (E + D) * v 2 := by
  obtain ⟨h0, h1, h2⟩ := (secular_equations g D t E v).1 h
  -- the difference of the two lone-pair equations
  have hd : (E - g) * (v 0 - v 1) = 0 := by linear_combination h1 - h0
  have hs : v 0 = v 1 :=
    sub_eq_zero.1 ((mul_eq_zero.1 hd).resolve_left (sub_ne_zero.2 hE))
  exact ⟨hs, by linear_combination h0 - g * hs, by linear_combination h2 + t * hs⟩
```

## (d) All the levels

**Task.** Show that \(E\) is a level if and only if

\[
E=g\quad\text{or}\quad (E+g)(E+D)=2t^2 .
\]

**Solution.** Let \(E\ne g\) be a level with eigenvector \(v\). By (c),

\[
(E+g)(E+D)v_0=(E+D)tv_2=2t^2v_0,
\]
\[
(E+g)(E+D)v_2=(E+g)2tv_0=2t^2v_2 .
\]

If \((E+g)(E+D)\) differed from \(2t^2\), then \(v_0=v_2=0\), and also \(v_1=v_0=0\), which contradicts \(v\neq0\).

Conversely, \(E=g\) is a level by (b). Now let \(E\) satisfy the quadratic equation.

- If \(E+g\ne0\), take \(v=(t,t,E+g)\). Both lone-pair equations read \(-gt+t(E+g)=Et\). The bridge equation holds because \(2t^2-D(E+g)=(E+g)(E+D)-D(E+g)=E(E+g)\). The normalised eigenvector is \(v/\sqrt{2t^2+(E+g)^2}\).
- If \(E+g=0\), then \(t=0\) and \(E=-g\), and \((1,1,0)/\sqrt2\) is a normalised eigenvector.

The proof uses the same cases. `k0` and `k2` are the two displayed equations with everything moved to one side, and the code works with the unnormalised vectors.

```lean
/-- The levels are `g` and the roots of the secular equation `(E + g)(E + D) = 2t²`. -/
theorem mem_levels_iff (g D t E : ℝ) :
    E ∈ levels g D t ↔ E = g ∨ (E + g) * (E + D) = 2 * t ^ 2 := by
  constructor
  · rintro ⟨v, hv, h⟩
    by_cases hE : E = g
    · exact Or.inl hE
    right
    obtain ⟨hs, hA, hB⟩ := symmetric_equations hE h
    by_contra hne
    have hne' := sub_ne_zero.2 hne
    -- a nonvanishing secular determinant forces all amplitudes to vanish
    have k0 : ((E + g) * (E + D) - 2 * t ^ 2) * v 0 = 0 := by
      linear_combination -(E + D) * hA - t * hB
    have k2 : ((E + g) * (E + D) - 2 * t ^ 2) * v 2 = 0 := by
      linear_combination -(E + g) * hB - 2 * t * hA
    have z0 := (mul_eq_zero.1 k0).resolve_left hne'
    have z2 := (mul_eq_zero.1 k2).resolve_left hne'
    apply hv
    ext i
    fin_cases i
    · exact z0
    · exact hs.symm.trans z0
    · exact z2
  · rintro (h | h)
    · refine ⟨![1, -1, 0], fun h0 => ?_, ?_⟩
      · have := congrFun h0 0
        simp at this
      · rw [h]
        exact antisymmetric_energy g D t
    · by_cases hE : E + g = 0
      · -- the bridge is decoupled
        have ht2 : t ^ 2 = 0 := by
          rw [hE] at h
          linarith
        have ht : t = 0 := by simpa using ht2
        have hEg : E = -g := by linarith
        refine ⟨![1, 1, 0], fun h0 => ?_, (secular_equations _ _ _ _ _).2 ?_⟩
        · have := congrFun h0 0
          simp at this
        · refine ⟨?_, ?_, ?_⟩ <;> simp [hEg, ht]
      · refine ⟨![t, t, E + g], fun h0 => hE (congrFun h0 2),
          (secular_equations _ _ _ _ _).2 ⟨?_, ?_, ?_⟩⟩
        · show -g * t + t * (E + g) = E * t
          ring
        · show -g * t + t * (E + g) = E * t
          ring
        · show t * t + t * t - D * (E + g) = E * (E + g)
          linear_combination -h
```

## (e) Factoring the quadratic

**Task.** Show that \(E_+\) and \(E_-\) are the roots of the quadratic in (d):

\[
(E-E_+)(E-E_-)=(E+g)(E+D)-2t^2 .
\]

**Solution.** The sum is \(E_++E_-=-(g+D)\). The product is

\[
E_+E_-=\frac{(g+D)^2-(D-g)^2-8t^2}{4}=gD-2t^2 .
\]

Hence the left-hand side is \(E^2+(g+D)E+gD-2t^2\), which is the right-hand side expanded.

The one fact about the square root that is needed is `hr`, which says that \(R^2=(D-g)^2+8t^2\). It holds because the radicand is not negative.

```lean
/-- The secular polynomial of the symmetric block factors through its two explicit levels. -/
theorem symmetric_factor (g D t E : ℝ) :
    (E - upperSymmetric g D t) * (E - lowerSymmetric g D t)
      = (E + g) * (E + D) - 2 * t ^ 2 := by
  have hr : √((D - g) ^ 2 + 8 * t ^ 2) ^ 2 = (D - g) ^ 2 + 8 * t ^ 2 :=
    Real.sq_sqrt (by positivity)
  unfold upperSymmetric lowerSymmetric
  linear_combination (-1 / 4) * hr
```

## (f) The threshold for the upper symmetric level

**Task.** For \(g>0\), show that

\[
E_+\le g\iff t^2\le g(D+g).
\]

**Solution.** Since \(R\ge|D-g|\ge g-D\),

\[
E_-\le\frac{-(g+D)-(g-D)}{2}=-g ,
\]

so \(g-E_-\ge2g>0\). Setting \(E=g\) in (e) gives

\[
(g-E_+)(g-E_-)=2\bigl[g(D+g)-t^2\bigr].
\]

The second factor on the left is positive, so \(g-E_+\) has the same sign as the bracket.

In the proof, `hrg` is the bound on \(R\), `hl` the positivity of \(g-E_-\), and `f` the factorisation at \(E=g\). `nlinarith` completes the sign argument in each direction.

```lean
/-- For `g > 0` the upper symmetric level stays at or below the antisymmetric energy `g`
exactly when `t² ≤ g(D + g)`. -/
theorem upperSymmetric_le_iff {g : ℝ} (D t : ℝ) (hg : 0 < g) :
    upperSymmetric g D t ≤ g ↔ t ^ 2 ≤ g * (D + g) := by
  have hr : √((D - g) ^ 2 + 8 * t ^ 2) ^ 2 = (D - g) ^ 2 + 8 * t ^ 2 :=
    Real.sq_sqrt (by positivity)
  have hr0 := Real.sqrt_nonneg ((D - g) ^ 2 + 8 * t ^ 2)
  have hrg : g - D ≤ √((D - g) ^ 2 + 8 * t ^ 2) := by
    by_contra hlt
    push Not at hlt
    nlinarith [sq_nonneg t]
  -- the lower symmetric level lies below `g`
  have hl : 0 < g - lowerSymmetric g D t := by
    unfold lowerSymmetric
    linarith
  have f := symmetric_factor g D t g
  constructor
  · intro h
    have := mul_nonneg (sub_nonneg.2 h) hl.le
    nlinarith
  · intro h
    by_contra hlt
    have := mul_neg_of_neg_of_pos (sub_neg.2 (not_le.1 hlt)) hl
    nlinarith
```

## (g) When the antisymmetric combination is highest

**Task.** For \(g>0\), show that

\[
g=\max\{E: E\text{ is a level}\}\iff t^2\le g(D+g).
\]

**Solution.** By (d) and (e) the levels are \(g\), \(E_+\) and \(E_-\), and \(E_-\le E_+\). So \(g\) is the greatest exactly when \(E_+\le g\), and (f) turns this into the condition on \(t\). At equality \(E_+=g\), and the two levels share the top.

`IsGreatest` says that \(g\) belongs to the set of levels and that no level exceeds it. The theorem holds for every real \(D\), so the bridge need not lie below the lone pairs. The proof first replaces the condition on \(t\) by \(E_+\le g\). One direction uses that \(E_+\) is itself a level; the other checks each level against \(g\).

```lean
/-- For `g > 0` the energy `g` of the antisymmetric lone-pair combination is the highest
level if and only if `t² ≤ g(D + g)`. -/
theorem antisymmetric_highest_iff {g : ℝ} (D t : ℝ) (hg : 0 < g) :
    IsGreatest (levels g D t) g ↔ t ^ 2 ≤ g * (D + g) := by
  rw [← upperSymmetric_le_iff D t hg]
  constructor
  · intro h
    apply h.2
    rw [mem_levels_iff]
    right
    have f := symmetric_factor g D t (upperSymmetric g D t)
    rw [sub_self, zero_mul] at f
    linarith
  · intro h
    refine ⟨(mem_levels_iff g D t g).2 (Or.inl rfl), fun E hE => ?_⟩
    rcases (mem_levels_iff g D t E).1 hE with h1 | h1
    · exact h1.le
    · have f := symmetric_factor g D t E
      rw [h1, sub_self] at f
      have hlu : lowerSymmetric g D t ≤ upperSymmetric g D t := by
        unfold lowerSymmetric upperSymmetric
        linarith [Real.sqrt_nonneg ((D - g) ^ 2 + 8 * t ^ 2)]
      rcases mul_eq_zero.1 f with h2 | h2 <;> linarith
```

## (h) The symmetric level without a bridge coupling

**Task.** For \(g\le D\) and \(t=0\), show that

\[
E_+=-g .
\]

**Solution.** Here \(R=\sqrt{(D-g)^2}=D-g\), so \(E_+=\tfrac12(-g-D+D-g)=-g\).

This is the energy of \((\varphi_0+\varphi_1)/\sqrt2\) under the direct coupling alone. For \(0<g<D\), the upper symmetric level therefore starts as the lone-pair level below the antisymmetric one. The condition on \(D\) enters the proof through `Real.sqrt_sq`, which needs \(D-g\ge0\).

```lean
/-- Without coupling to a bridge at or below `-g`, the upper symmetric level is `-g`. -/
theorem upperSymmetric_uncoupled {g D : ℝ} (hD : g ≤ D) : upperSymmetric g D 0 = -g := by
  have h : (D - g) ^ 2 + 8 * (0 : ℝ) ^ 2 = (D - g) ^ 2 := by ring
  unfold upperSymmetric
  rw [h, Real.sqrt_sq (by linarith)]
  ring
```

## (i) The reversed order

**Task.** Let \(0<g<D\) and \(t^2>g(D+g)\). Show that \(E_+>g\), that \(E_+\) is the highest level, and that each of its eigenvectors satisfies

\[
v_0=v_1,\qquad v_2^2<v_0^2+v_1^2 .
\]

**Solution.** By (f), \(E_+>g\). The other levels are \(g\) and \(E_-\le E_+\), so \(E_+\) is the highest.

Let \(v\) be an eigenvector for \(E_+\). Since \(E_+\neq g\), part (c) gives \(v_0=v_1\) and

\[
2(E_++g)v_0^2=2tv_0v_2=(E_++D)v_2^2 .
\]

If \(v_2\) were zero, then \((E_++g)v_0=0\) with \(E_++g>0\) would make all the amplitudes vanish. So \(v_2\ne0\), and

\[
\frac{v_0^2+v_1^2}{v_2^2}=\frac{E_++D}{E_++g}>1 ,
\]

because \(D>g\). In a normalised orbital the lone pairs carry the weight \((E_++D)/(2E_++g+D)\), which is more than one half. At \(D=g\) the two weights would be equal.

The weight condition is what makes this a reversal of lone-pair levels: the symmetric level that has risen above \(g\) is still mainly a lone-pair level. In this non-interacting three-orbital model, with all three orbitals doubly occupied, the highest occupied orbital is then symmetric, although the direct coupling alone would make it antisymmetric.

In the proof, `hu` is \(E_+>g\), `hC` is the weight relation and `hgap` uses \(D>g\). The last steps cancel the positive factor \(E_++g\).

```lean
/-- For `0 < g < D` and `t² > g(D + g)` the upper symmetric level lies above `g` and is the
highest level; its eigenvectors are symmetric and have more weight on the lone pairs than on
the bridge. -/
theorem lone_pair_order_reversed {g D t : ℝ} (hg : 0 < g) (hD : g < D)
    (ht : g * (D + g) < t ^ 2) :
    g < upperSymmetric g D t ∧ IsGreatest (levels g D t) (upperSymmetric g D t) ∧
      ∀ v : Fin 3 → ℝ, v ≠ 0 → hamiltonian g D t *ᵥ v = upperSymmetric g D t • v →
        v 0 = v 1 ∧ v 2 ^ 2 < v 0 ^ 2 + v 1 ^ 2 := by
  have hu : g < upperSymmetric g D t :=
    not_le.1 fun h => not_le_of_gt ht ((upperSymmetric_le_iff D t hg).1 h)
  refine ⟨hu, ⟨?_, fun E hE => ?_⟩, fun v hv h => ?_⟩
  · rw [mem_levels_iff]
    right
    have f := symmetric_factor g D t (upperSymmetric g D t)
    rw [sub_self, zero_mul] at f
    linarith
  · rcases (mem_levels_iff g D t E).1 hE with h1 | h1
    · linarith
    · have f := symmetric_factor g D t E
      rw [h1, sub_self] at f
      have hlu : lowerSymmetric g D t ≤ upperSymmetric g D t := by
        unfold lowerSymmetric upperSymmetric
        linarith [Real.sqrt_nonneg ((D - g) ^ 2 + 8 * t ^ 2)]
      rcases mul_eq_zero.1 f with h2 | h2 <;> linarith
  · obtain ⟨hs, hA, hB⟩ := symmetric_equations hu.ne' h
    have hpos : 0 < upperSymmetric g D t + g := by linarith
    have hv2 : v 2 ≠ 0 := by
      intro z2
      rw [z2, mul_zero] at hA
      have z0 := (mul_eq_zero.1 hA.symm).resolve_left hpos.ne'
      apply hv
      ext i
      fin_cases i
      · exact z0
      · exact hs.symm.trans z0
      · exact z2
    -- the weights on lone pairs and bridge are in the ratio `(E + D) : (E + g)`
    have hC : (upperSymmetric g D t + g) * (2 * v 0 ^ 2)
        = (upperSymmetric g D t + D) * v 2 ^ 2 := by
      linear_combination -2 * v 0 * hA + v 2 * hB
    have hgap : 0 < (D - g) * v 2 ^ 2 := mul_pos (sub_pos.2 hD) (by positivity)
    refine ⟨hs, lt_of_mul_lt_mul_left ?_ hpos.le⟩
    rw [← hs]
    nlinarith

end

end ThroughBondCoupling
```

```lean
#print axioms ThroughBondCoupling.antisymmetric_highest_iff
#print axioms ThroughBondCoupling.upperSymmetric_uncoupled
#print axioms ThroughBondCoupling.lone_pair_order_reversed
```

```
'ThroughBondCoupling.antisymmetric_highest_iff' depends on axioms: [propext, Classical.choice, Quot.sound]
'ThroughBondCoupling.upperSymmetric_uncoupled' depends on axioms: [propext, Classical.choice, Quot.sound]
'ThroughBondCoupling.lone_pair_order_reversed' depends on axioms: [propext, Classical.choice, Quot.sound]
```
